# A tent in the unit box: second-derivative quotient 0, gradient quotient at least 12

Take $\psi(x)=\min(x,1-x)$ on $[0,1]$, a trial function for one particle between hard walls. In units with $\hbar^2/2m=1$ and box length 1, the ground-state energy is $\pi^2$. By symmetry,

$$\int_0^1\psi^2=2\int_0^{1/2}x^2\,dx=\frac1{12}.$$

The slope is $1$ on the left half and $-1$ on the right, so $\int_0^1\psi'^2=1$, and $\psi''=0$ away from $x=\tfrac12$. Two expressions for the energy therefore disagree:

$$\frac{\int\psi'^2}{\int\psi^2}=12>\pi^2,\qquad \frac{-\int\psi\psi''}{\int\psi^2}=0<\pi^2 .$$

The second value lies below the ground-state energy, because the pointwise $\psi''$ misses the kink.

## Arbitrary positive slopes

Let $\psi(x)=\min(px,\,q(1-x))$ with $p,q>0$. The two lines meet at $k=q/(p+q)$, where the height is $H=pk=q(1-k)=pq/(p+q)$. Splitting the integrals at $k$ gives

$$\int_0^1\psi^2=\frac{p^2k^3+q^2(1-k)^3}{3}=\frac{H^2k+H^2(1-k)}{3}=\frac{H^2}{3},$$

$$\int_0^1\psi'^2=p^2k+q^2(1-k)=\frac{p^2q+q^2p}{p+q}=pq .$$

The gradient quotient is thus $3(p+q)^2/(pq)$. Since $(p+q)^2-4pq=(p-q)^2\ge0$, it is at least $12$, while $\pi^2<3.15^2<12$.

Integration by parts on each piece locates the missing energy. As $\psi''=0$ inside both pieces and $\psi$ vanishes at the walls, only the boundary terms at $k$ survive: $Hp$ from the left and $Hq$ from the right. Their sum $H(p+q)=pq$, the height times the drop in slope, is the whole gradient energy.

For $\sin(\pi x)$ there is no kink. Here $\psi'=\pi\cos(\pi x)$ and $\psi''=-\pi^2\psi$, and the squares of sine and cosine both integrate to $\tfrac12$, so both quotients equal $\pi^2$.

For this one-particle, one-dimensional box, the example shows why the kinetic energy of piecewise linear finite elements is computed from gradients, not from second derivatives taken element by element.

## The tent and its two quotients in Lean

The trial function is a real function on the whole line, and `kink` is the point $k$.

```lean
import Mathlib

open MeasureTheory Set
open scoped Real

namespace TentTrialFunction

noncomputable section

/-- For `p, q > 0`, the tent function on the unit box, rising from zero at the left wall with slope
`p` and falling to zero at the right wall with slope `-q`. -/
def tent (p q x : ℝ) : ℝ := min (p * x) (q * (1 - x))

/-- The position of the kink of the tent, for `p + q ≠ 0`. -/
def kink (p q : ℝ) : ℝ := q / (p + q)
```

Both quotients accept any real function and integrate over the unit box. They impose no boundary values; the tent and the sine vanish at the walls by their formulas.

```lean
/-- The gradient form of the energy quotient on the unit box, `∫ ψ'² / ∫ ψ²`, with `ψ'` taken
pointwise, for `ψ` with both integrands integrable and `∫ ψ² ≠ 0`. -/
def gradientQuotient (ψ : ℝ → ℝ) : ℝ :=
  (∫ x in (0 : ℝ)..1, (deriv ψ x) ^ 2) / ∫ x in (0 : ℝ)..1, (ψ x) ^ 2

/-- The second-derivative form of the energy quotient on the unit box, `-∫ ψ ψ'' / ∫ ψ²`, with `ψ''`
taken pointwise, for `ψ` with both integrands integrable and `∫ ψ² ≠ 0`. -/
def curvatureQuotient (ψ : ℝ → ℝ) : ℝ :=
  -(∫ x in (0 : ℝ)..1, ψ x * deriv (deriv ψ) x) / ∫ x in (0 : ℝ)..1, (ψ x) ^ 2
```

Lean's `deriv` returns 0 where a function has no derivative, which for the tent concerns the integrands only at the single point $k$ and so does not change the integrals.

## Straight pieces, slopes and curvature

The first lemma clears the denominator in `kink` to decide which line is the minimum.

```lean
/-- For positive slopes the tent is the line `p x` up to the kink and the line
`q (1 - x)` from the kink on. -/
theorem tent_pieces {p q : ℝ} (hp : 0 < p) (hq : 0 < q) (x : ℝ) :
    (x ≤ kink p q → tent p q x = p * x) ∧
    (kink p q ≤ x → tent p q x = q * (1 - x)) := by
  have hs : 0 < p + q := add_pos hp hq
  constructor
  · intro hx
    have h := (le_div_iff₀ hs).mp hx
    exact min_eq_left (by linarith)
  · intro hx
    have h := (div_le_iff₀ hs).mp hx
    exact min_eq_right (by linarith)
```

Strictly to one side of the kink, the tent coincides with a line in a whole neighbourhood, so it inherits that line's derivative. `HasDerivAt` states that the derivative really exists.

```lean
/-- For positive slopes the tent has derivative `p` left of the kink and `-q` right of it. -/
theorem tent_slopes {p q : ℝ} (hp : 0 < p) (hq : 0 < q) (x : ℝ) :
    (x < kink p q → HasDerivAt (tent p q) p x) ∧
    (kink p q < x → HasDerivAt (tent p q) (-q) x) := by
  constructor
  · intro hx
    have h : HasDerivAt (fun y : ℝ => p * y) p x := by
      simpa using (hasDerivAt_id' x).const_mul p
    apply h.congr_of_eventuallyEq
    filter_upwards [Iio_mem_nhds hx] with y hy
    exact (tent_pieces hp hq y).1 (le_of_lt hy)
  · intro hx
    have h : HasDerivAt (fun y : ℝ => q * (1 - y)) (-q) x := by
      simpa using ((hasDerivAt_id' x).const_sub 1).const_mul q
    apply h.congr_of_eventuallyEq
    filter_upwards [Ioi_mem_nhds hx] with y hy
    exact (tent_pieces hp hq y).2 (le_of_lt hy)
```

The same argument, applied to the locally constant slope, gives $\psi''=0$ at every $x\neq k$.

```lean
/-- For positive slopes the second derivative of the tent exists and vanishes at every
point other than the kink. -/
theorem tent_curvature {p q x : ℝ} (hp : 0 < p) (hq : 0 < q) (hx : x ≠ kink p q) :
    HasDerivAt (deriv (tent p q)) 0 x := by
  rcases lt_or_gt_of_ne hx with h | h
  · apply (hasDerivAt_const x p).congr_of_eventuallyEq
    filter_upwards [Iio_mem_nhds h] with y hy
    exact ((tent_slopes hp hq y).1 hy).deriv
  · apply (hasDerivAt_const x (-q)).congr_of_eventuallyEq
    filter_upwards [Ioi_mem_nhds h] with y hy
    exact ((tent_slopes hp hq y).2 hy).deriv
```

## Integrals split at the kink

The next lemma justifies the splitting used above. The integrand need only agree with continuous functions on the open intervals on either side of $k$. The inner statement `piece` derives both integrability and the value of each partial integral from this, since endpoints have measure zero.

```lean
/-- If `f` agrees with continuous functions `g` left and `h` right of the kink of a tent
with positive slopes, its integral over the box is the sum of the two partial integrals. -/
theorem integral_split {p q : ℝ} (hp : 0 < p) (hq : 0 < q) {f g h : ℝ → ℝ}
    (hg : Continuous g) (hh : Continuous h)
    (hl : ∀ x, x < kink p q → f x = g x) (hr : ∀ x, kink p q < x → f x = h x) :
    ∫ x in (0 : ℝ)..1, f x =
      (∫ x in (0 : ℝ)..kink p q, g x) + ∫ x in (kink p q)..1, h x := by
  have h0 : 0 ≤ kink p q := by unfold kink; positivity
  have h1 : kink p q ≤ 1 := (div_le_one (add_pos hp hq)).mpr (by linarith)
  -- on an open interval, equality with a continuous function settles both questions
  have piece : ∀ (a b : ℝ) (u : ℝ → ℝ), a ≤ b → Continuous u →
      (∀ x ∈ Ioo a b, f x = u x) →
      IntervalIntegrable f volume a b ∧ ∫ x in a..b, f x = ∫ x in a..b, u x := by
    intro a b u hab hu he
    constructor
    · have hi := hu.intervalIntegrable (μ := volume) a b
      rw [intervalIntegrable_iff_integrableOn_Ioo_of_le hab] at hi ⊢
      exact hi.congr_fun (fun x hx => (he x hx).symm) measurableSet_Ioo
    · rw [intervalIntegral.integral_of_le hab, intervalIntegral.integral_of_le hab,
        integral_Ioc_eq_integral_Ioo, integral_Ioc_eq_integral_Ioo]
      exact setIntegral_congr_fun measurableSet_Ioo he
  obtain ⟨i1, e1⟩ := piece 0 (kink p q) g h0 hg (fun x hx => hl x hx.2)
  obtain ⟨i2, e2⟩ := piece (kink p q) 1 h h1 hh (fun x hx => hr x hx.1)
  rw [← intervalIntegral.integral_add_adjacent_intervals i1 i2, e1, e2]
```

For the norm, the right-hand piece is reflected by $x\mapsto1-x$, so that one formula for $\int_0^u(cx)^2\,dx$ serves both sides. The `linear_combination` steps carry out the algebra with $k(p+q)=q$ and $q(1-k)=pk$.

```lean
/-- For positive slopes the tent has `∫ ψ² = (p q / (p + q))² / 3` and `∫ ψ'² = p q`. -/
theorem tent_integrals {p q : ℝ} (hp : 0 < p) (hq : 0 < q) :
    ∫ x in (0 : ℝ)..1, (tent p q x) ^ 2 = (p * q / (p + q)) ^ 2 / 3 ∧
    ∫ x in (0 : ℝ)..1, (deriv (tent p q) x) ^ 2 = p * q := by
  have hk : kink p q * (p + q) = q := div_mul_cancel₀ q (add_pos hp hq).ne'
  constructor
  · have h0 : ∀ c u : ℝ, ∫ x in (0 : ℝ)..u, (c * x) ^ 2 = c ^ 2 * u ^ 3 / 3 := by
      intro c u
      simp only [mul_pow, intervalIntegral.integral_const_mul, integral_pow]
      push_cast
      ring
    -- reflect the right-hand piece onto the left wall
    have h1 : ∫ x in (kink p q)..1, (q * (1 - x)) ^ 2 =
        ∫ x in (1 - 1 : ℝ)..(1 - kink p q), (q * x) ^ 2 :=
      intervalIntegral.integral_comp_sub_left (fun y => (q * y) ^ 2) 1
    rw [integral_split hp hq (g := fun x => (p * x) ^ 2) (h := fun x => (q * (1 - x)) ^ 2)
      (by fun_prop) (by fun_prop)
      (fun x hx => by rw [(tent_pieces hp hq x).1 hx.le])
      (fun x hx => by rw [(tent_pieces hp hq x).2 hx.le]), h1, sub_self, h0, h0]
    have hh : p * q / (p + q) = p * kink p q := mul_div_assoc p q (p + q)
    have e : q * (1 - kink p q) = p * kink p q := by linear_combination -hk
    rw [hh]
    linear_combination (1 - kink p q) * (q * (1 - kink p q) + p * kink p q) / 3 * e
  · rw [integral_split hp hq (g := fun _ => p ^ 2) (h := fun _ => (-q) ^ 2)
      continuous_const continuous_const
      (fun x hx => by rw [((tent_slopes hp hq x).1 hx).deriv])
      (fun x hx => by rw [((tent_slopes hp hq x).2 hx).deriv])]
    simp only [intervalIntegral.integral_const, smul_eq_mul]
    linear_combination (p - q) * hk
```

The following theorem contains the energy balance at the kink, with the drop in slope written as `p - (-q)`. It is checked by comparing the computed values, not by integrating by parts.

```lean
/-- For positive slopes the pointwise integral `∫ ψ ψ''` of the tent is zero, and `∫ ψ'²`
equals `-∫ ψ ψ''` plus the height at the kink times the drop in slope there. -/
theorem kink_energy {p q : ℝ} (hp : 0 < p) (hq : 0 < q) :
    ∫ x in (0 : ℝ)..1, tent p q x * deriv (deriv (tent p q)) x = 0 ∧
    ∫ x in (0 : ℝ)..1, (deriv (tent p q) x) ^ 2 =
      -(∫ x in (0 : ℝ)..1, tent p q x * deriv (deriv (tent p q)) x) +
        tent p q (kink p q) * (p - (-q)) := by
  have hz : ∫ x in (0 : ℝ)..1, tent p q x * deriv (deriv (tent p q)) x = 0 := by
    rw [integral_split hp hq (g := fun _ => 0) (h := fun _ => 0)
      continuous_const continuous_const
      (fun x hx => by rw [(tent_curvature hp hq hx.ne).deriv, mul_zero])
      (fun x hx => by rw [(tent_curvature hp hq hx.ne').deriv, mul_zero])]
    simp
  refine ⟨hz, ?_⟩
  have hk : kink p q * (p + q) = q := div_mul_cancel₀ q (add_pos hp hq).ne'
  rw [hz, (tent_integrals hp hq).2, (tent_pieces hp hq _).1 le_rfl]
  linear_combination -p * hk
```

## Comparison with $\pi^2$

The integrals now give both quotients. The bound by 12 comes from `sq_nonneg (p - q)`, and `Real.pi_lt_d2` supplies $\pi<3.15$.

```lean
/-- For every tent with positive slopes the second-derivative quotient is zero, below `π²`,
while the gradient quotient is `3 (p + q)² / (p q)`, above `π²`. -/
theorem tent_quotients {p q : ℝ} (hp : 0 < p) (hq : 0 < q) :
    curvatureQuotient (tent p q) = 0 ∧
    gradientQuotient (tent p q) = 3 * (p + q) ^ 2 / (p * q) ∧
    curvatureQuotient (tent p q) < π ^ 2 ∧ π ^ 2 < gradientQuotient (tent p q) := by
  have hc : curvatureQuotient (tent p q) = 0 := by
    rw [curvatureQuotient, (kink_energy hp hq).1, neg_zero, zero_div]
  have hg : gradientQuotient (tent p q) = 3 * (p + q) ^ 2 / (p * q) := by
    rw [gradientQuotient, (tent_integrals hp hq).1, (tent_integrals hp hq).2]
    have hs : p + q ≠ 0 := (add_pos hp hq).ne'
    field_simp
  refine ⟨hc, hg, by rw [hc]; positivity, ?_⟩
  -- the gradient quotient is at least 12, and π² is below 12
  have h12 : 12 ≤ 3 * (p + q) ^ 2 / (p * q) := by
    rw [le_div_iff₀ (mul_pos hp hq)]
    nlinarith [sq_nonneg (p - q)]
  have hpi : π ^ 2 < 12 := by nlinarith [Real.pi_lt_d2, Real.pi_pos]
  rw [hg]
  linarith
```

The inequalities compare the quotients with the number $\pi^2$; that this is the lowest energy of the box is taken from the standard solution and not derived here.

Setting $p=q=1$ recovers the opening example.

```lean
/-- The symmetric tent `min(x, 1 - x)` has `∫ ψ² = 1/12` and `∫ ψ'² = 1`; its
second-derivative quotient is 0 and its gradient quotient is 12. -/
theorem symmetric_tent :
    ∫ x in (0 : ℝ)..1, (min x (1 - x)) ^ 2 = 1 / 12 ∧
    ∫ x in (0 : ℝ)..1, (deriv (fun y : ℝ => min y (1 - y)) x) ^ 2 = 1 ∧
    curvatureQuotient (fun y => min y (1 - y)) = 0 ∧
    gradientQuotient (fun y => min y (1 - y)) = 12 := by
  have h : (fun y : ℝ => min y (1 - y)) = tent 1 1 := by
    funext y
    simp only [tent, one_mul]
  have hn := (tent_integrals one_pos one_pos).1
  simp only [tent, one_mul] at hn
  rw [h, hn, (tent_integrals one_pos one_pos).2, (tent_quotients one_pos one_pos).1,
    (tent_quotients one_pos one_pos).2.1]
  norm_num
```

For the sine, `ic` and `is` evaluate the two integrals from explicit antiderivatives, which are verified by differentiation and $\sin^2+\cos^2=1$. The second-derivative quotient then follows from $\psi''=-\pi^2\psi$.

```lean
/-- For the sine state `sin(π x)` of the unit box both energy quotients equal `π²`. -/
theorem sine_quotients :
    gradientQuotient (fun x => Real.sin (π * x)) = π ^ 2 ∧
    curvatureQuotient (fun x => Real.sin (π * x)) = π ^ 2 := by
  have hs : ∀ x : ℝ, HasDerivAt (fun y => Real.sin (π * y)) (π * Real.cos (π * x)) x :=
    fun x => ((hasDerivAt_id' x).const_mul π).sin.congr_deriv (by ring)
  have hc : ∀ x : ℝ, HasDerivAt (fun y => Real.cos (π * y)) (-π * Real.sin (π * x)) x :=
    fun x => ((hasDerivAt_id' x).const_mul π).cos.congr_deriv (by ring)
  have d1 : deriv (fun y => Real.sin (π * y)) = fun x => π * Real.cos (π * x) :=
    funext fun x => (hs x).deriv
  have d2 : ∀ x, deriv (fun y => π * Real.cos (π * y)) x = π * (-π * Real.sin (π * x)) :=
    fun x => ((hc x).const_mul π).deriv
  -- the gradient energy, from an explicit antiderivative
  have ic : ∫ x in (0 : ℝ)..1, (π * Real.cos (π * x)) ^ 2 = π ^ 2 / 2 := by
    rw [intervalIntegral.integral_eq_sub_of_hasDerivAt
      (f := fun x => π ^ 2 / 2 * x + π / 2 * (Real.sin (π * x) * Real.cos (π * x)))
      (fun x _ => (((hasDerivAt_id' x).const_mul (π ^ 2 / 2)).fun_add
        (((hs x).fun_mul (hc x)).const_mul (π / 2))).congr_deriv (by
          linear_combination (-π ^ 2 / 2) * Real.sin_sq_add_cos_sq (π * x)))
      (Continuous.intervalIntegrable (by fun_prop) _ _)]
    simp
  -- the norm, in the same way
  have is : ∫ x in (0 : ℝ)..1, (Real.sin (π * x)) ^ 2 = 1 / 2 := by
    rw [intervalIntegral.integral_eq_sub_of_hasDerivAt
      (f := fun x => 1 / 2 * x - π⁻¹ / 2 * (Real.sin (π * x) * Real.cos (π * x)))
      (fun x _ => (((hasDerivAt_id' x).const_mul (1 / 2)).fun_sub
        (((hs x).fun_mul (hc x)).const_mul (π⁻¹ / 2))).congr_deriv (by
          have hpi : π⁻¹ * π = 1 := inv_mul_cancel₀ Real.pi_ne_zero
          linear_combination (-1 / 2) * Real.sin_sq_add_cos_sq (π * x) -
            (Real.cos (π * x) ^ 2 - Real.sin (π * x) ^ 2) / 2 * hpi))
      (Continuous.intervalIntegrable (by fun_prop) _ _)]
    simp
  constructor
  · rw [gradientQuotient, d1, ic, is]
    ring
  · have e : ∀ x : ℝ, Real.sin (π * x) * (π * (-π * Real.sin (π * x))) =
        -π ^ 2 * Real.sin (π * x) ^ 2 := fun x => by ring
    simp only [curvatureQuotient, d1, d2, e, intervalIntegral.integral_const_mul, is]
    ring

end

end TentTrialFunction
```

```lean
#print axioms TentTrialFunction.tent_quotients
#print axioms TentTrialFunction.symmetric_tent
#print axioms TentTrialFunction.sine_quotients
```

```
'TentTrialFunction.tent_quotients' depends on axioms: [propext, Classical.choice, Quot.sound]
'TentTrialFunction.symmetric_tent' depends on axioms: [propext, Classical.choice, Quot.sound]
'TentTrialFunction.sine_quotients' depends on axioms: [propext, Classical.choice, Quot.sound]
```
